# With plane-wave indices up to m in the orbitals and |G| ≤ g, a uniform one-dimensional grid of N points gives all pair matrix elements exactly if and only if N > 2m + g

## Four points for a product that seems to need five

Take a periodic cell of length one and the two orbitals $e^{-2\pi i t}$ and $e^{2\pi i t}$. The conjugate of the first times the second is $e^{4\pi i t}$, a plane wave of index 2. On four equally spaced grid points I can't distinguish index 2 from index $-2$, so the product is aliased. Yet when I multiply by $e^{2\pi i G t}$ with $|G|\le 1$ and average over the four points, I get zero each time, which is correct. On three points, $G=1$ gives one instead of zero.

For response matrix elements I would have sized the grid for the whole pair product: orbital indices up to $m$ give product indices up to $2m$, hence $4m+1$ points. If I only keep $|G|\le g$, how small can the grid be before some matrix element is wrong?

## Aliasing is harmless until it reaches a G that is kept

The smallest grid has $2m+g+1$ points. In your example $m=g=1$, so four points suffice and three do not. On four points, index 2 folds onto $-2$, which no $|G|\le1$ ever probes. On three points it folds onto $-1$, which $G=1$ does probe: the full integrand has index 3, and $e^{2\pi i\cdot 3t}$ equals one at $t=0,\tfrac13,\tfrac23$.

The same thing happens with real orbitals. Let both be the normalised function $\sqrt2\cos(2\pi t)$, and take $G=1$. The pair product is $2\cos^2(2\pi t)=1+\cos(4\pi t)$, which has no component of index $\pm1$, so the exact matrix element is zero.

- On three points the product has the values $2,\tfrac12,\tfrac12$, and the phases are $1,\omega,\omega^2$ with $\omega=e^{2\pi i/3}$. Since $\omega+\omega^2=-1$, the average is $(2-\tfrac12)/3=\tfrac12$.
- On four points the product has the values $2,0,2,0$, and the phases are $1,i,-1,-i$. The average is zero.

### From a geometric sum to the threshold

Write $e_q(t)=e^{2\pi iqt}$ for integer $q$. Conjugation reverses the sign of an index and multiplication adds indices, so

$$\overline{e_k(t)}\,e_G(t)\,e_p(t)=e_{p+G-k}(t).$$

Everything depends on the single integer $q=p+G-k$.

The exact cell average is one for $q=0$. For $q\neq0$ it is

$$\int_0^1 e^{2\pi iqt}\,dt=\frac{e^{2\pi iq}-1}{2\pi iq}=0.$$

For the grid average, with $N\ge1$, set $z=e^{2\pi iq/N}$. The grid values are $z^x$ for $x=0,\dots,N-1$, and $z^N=1$. If $N$ divides $q$, then $z=1$ and the average is one. Otherwise $z\ne1$ and

$$\frac1N\sum_{x=0}^{N-1}z^x=\frac1N\,\frac{z^N-1}{z-1}=0.$$

The grid therefore errs exactly when $q$ is a non-zero multiple of $N$.

Suppose $N>2m+g$. With $|k|,|p|\le m$ and $|G|\le g$ we have $|q|\le2m+g<N$. The only multiple of $N$ in that range is zero, and $q=0$ means $k=p+G$. The grid average is then the Kronecker delta of $k$ and $p+G$.

Suppose instead $1\le N\le2m+g$. We construct an allowed triple with $q=N$. Put

$$G=\min(N,g),\qquad r=N-G,\qquad p=\min(r,m),\qquad k=p-r.$$

Here $0\le r\le2m$. If $r\le m$, then $k=0$; if $r>m$, then $k=m-r$ lies between $-m$ and $0$. All three bounds hold, and $p+G-k=r+G=N$. The grid average is one although $k\ne p+G$. At $N=2m+g$ the construction gives the extreme triple $k=-m$, $p=m$, $G=g$.

For general orbitals $\psi_a=\sum_{|k|\le m}a_ke_k$ and $\psi_b=\sum_{|p|\le m}b_pe_p$, the integrand is

$$\overline{\psi_a}\,e_G\,\psi_b=\sum_{|k|,|p|\le m}\overline{a_k}\,b_p\,e_{p+G-k}.$$

Both averages are linear, so for $N>2m+g$ they agree term by term. Conversely, if they agree for all orbitals, they agree for single plane waves, which brings back the delta condition and forces $N>2m+g$.

### What the Lean statements say

The cell has length one and the position $t$ is a real number. `planeWave q t` is $e_q(t)$, `gridMean N f` is the average of $f$ over the points $x/N$ with $x=0,\dots,N-1$, and `cellMean f` is the integral from 0 to 1. The cutoffs `m` and `g` are natural numbers.

An `orbital m c` takes its coefficients from a function `c : ℤ → ℂ`, of which only the values at $|k|\le m$ enter. Normalisation and orthogonality are not required. `pairIntegrand m a b G` is $\overline{\psi_a}\,e_G\,\psi_b$, so with this sign convention the matrix element picks out the component of index $-G$ in the pair product $\overline{\psi_a}\psi_b$.

There are three main results.

- `alias_free_iff` says that, for `0 < N`, the grid averages equal the Kronecker delta for all allowed $k,p,G$ if and only if `2 * m + g < N`.
- `critical_grid_alias` exhibits the failure at $N=2m+g\ge1$: the extreme triple has grid average one and cell average zero.
- `matrixElement_exact_iff` says that grid quadrature equals the exact integral for all coefficient functions and all $|G|\le g$ under exactly the same condition.

The "for all" matters when reading the necessity: on a smaller grid some matrix element is wrong, but a particular one may still be right. When $m=g=0$ the condition is $N>0$, and a single point suffices for constant functions.

The model is one-dimensional, with integer indices and sharp cutoffs. It contains no Bloch momenta, no augmentation terms and no error from truncating the orbitals themselves.

```lean
import Mathlib

open ComplexConjugate

namespace AliasFreeResponseGrid

noncomputable section

/-- The plane wave `exp(2πiqt)` with integer index `q` in a periodic cell of length one. -/
def planeWave (q : ℤ) (t : ℝ) : ℂ := Complex.exp (2 * Real.pi * Complex.I * q * t)

/-- The average of `f` over the `N` equally spaced grid points `x / N` of the cell, for `N ≥ 1`. -/
def gridMean (N : ℕ) (f : ℝ → ℂ) : ℂ :=
  (∑ x ∈ Finset.range N, f ((x : ℝ) / (N : ℝ))) / (N : ℂ)

/-- The exact average of `f` over the cell, as an integral. -/
def cellMean (f : ℝ → ℂ) : ℂ := ∫ t in (0 : ℝ)..1, f t

/-- An orbital with plane-wave cutoff `m` and coefficients `c`. -/
def orbital (m : ℕ) (c : ℤ → ℂ) (t : ℝ) : ℂ :=
  ∑ k ∈ Finset.Icc (-(m : ℤ)) m, c k * planeWave k t

/-- The integrand of the response matrix element between the orbitals with coefficients
`a` and `b` at the reciprocal vector `G`. -/
def pairIntegrand (m : ℕ) (a b : ℤ → ℂ) (G : ℤ) (t : ℝ) : ℂ :=
  conj (orbital m a t) * planeWave G t * orbital m b t

/-- The integrand for three plane waves is the single plane wave of index `p + G - k`. -/
theorem planeWave_triple (k p G : ℤ) (t : ℝ) :
    conj (planeWave k t) * planeWave G t * planeWave p t = planeWave (p + G - k) t := by
  simp only [planeWave]
  rw [← Complex.exp_conj, ← Complex.exp_add, ← Complex.exp_add]
  congr 1
  simp only [map_mul, Complex.conj_I, Complex.conj_ofReal, map_ofNat, map_intCast]
  push_cast
  ring

/-- The exact cell average of a plane wave is one for index zero and zero otherwise. -/
theorem cellMean_planeWave (q : ℤ) :
    cellMean (planeWave q) = if q = 0 then 1 else 0 := by
  change (∫ t in (0 : ℝ)..1, Complex.exp (2 * Real.pi * Complex.I * q * (t : ℂ))) = _
  by_cases hq : q = 0
  · simp [hq]
  · have hc : 2 * (Real.pi : ℂ) * Complex.I * q ≠ 0 :=
      mul_ne_zero Complex.two_pi_I_ne_zero (Int.cast_ne_zero.2 hq)
    have h1 : Complex.exp (2 * (Real.pi : ℂ) * Complex.I * q) = 1 :=
      Complex.exp_eq_one_iff.2 ⟨q, by ring⟩
    rw [if_neg hq, integral_exp_mul_complex hc, Complex.ofReal_one, Complex.ofReal_zero,
      mul_one, mul_zero, h1, Complex.exp_zero, sub_self, zero_div]

/-- On a grid of `N ≥ 1` points the average of a plane wave is one if `N` divides its index
and zero otherwise. -/
theorem gridMean_planeWave {N : ℕ} (hN : 0 < N) (q : ℤ) :
    gridMean N (planeWave q) = if (N : ℤ) ∣ q then 1 else 0 := by
  have hN' : (N : ℂ) ≠ 0 := Nat.cast_ne_zero.2 hN.ne'
  obtain ⟨z, hz⟩ : ∃ z : ℂ, z = Complex.exp (2 * Real.pi * Complex.I * q / N) := ⟨_, rfl⟩
  -- the grid values are the powers of a root of unity
  have hterm : ∀ x : ℕ, planeWave q ((x : ℝ) / (N : ℝ)) = z ^ x := by
    intro x
    rw [hz, ← Complex.exp_nat_mul, planeWave]
    congr 1
    push_cast
    ring
  have hzN : z ^ N = 1 := by
    rw [hz, ← Complex.exp_nat_mul, Complex.exp_eq_one_iff]
    refine ⟨q, ?_⟩
    rw [mul_div_assoc', div_eq_iff hN']
    ring
  have hz1 : z = 1 ↔ (N : ℤ) ∣ q := by
    rw [hz, Complex.exp_eq_one_iff]
    constructor
    · rintro ⟨n, hn⟩
      rw [div_eq_iff hN'] at hn
      have h : (q : ℂ) = N * n := by
        apply mul_left_cancel₀ Complex.two_pi_I_ne_zero
        rw [hn]
        ring
      exact ⟨n, by exact_mod_cast h⟩
    · rintro ⟨c, rfl⟩
      refine ⟨c, ?_⟩
      rw [div_eq_iff hN']
      push_cast
      ring
  simp only [gridMean, hterm]
  by_cases h : z = 1
  · rw [if_pos (hz1.1 h), h]
    simp [hN']
  · rw [if_neg (fun hd => h (hz1.2 hd)), geom_sum_eq h, hzN, sub_self, zero_div, zero_div]

/-- For `N ≥ 1` grid points, the grid averages reproduce the Kronecker delta of `k` and `p + G`
for all `|k|, |p| ≤ m` and `|G| ≤ g` if and only if `N > 2m + g`. -/
theorem alias_free_iff {N : ℕ} (hN : 0 < N) (m g : ℕ) :
    (∀ k p G : ℤ, |k| ≤ m → |p| ≤ m → |G| ≤ g →
      gridMean N (planeWave (p + G - k)) = if k = p + G then 1 else 0) ↔ 2 * m + g < N := by
  constructor
  · intro h
    by_contra hlt
    -- on a smaller grid some allowed triple has index exactly N
    obtain ⟨k, p, G, hk, hp, hG, hq⟩ : ∃ k p G : ℤ,
        |k| ≤ m ∧ |p| ≤ m ∧ |G| ≤ g ∧ p + G - k = N := by
      refine ⟨min ((N : ℤ) - min (N : ℤ) g) m - ((N : ℤ) - min (N : ℤ) g),
        min ((N : ℤ) - min (N : ℤ) g) m, min (N : ℤ) g,
        abs_le.2 ⟨?_, ?_⟩, abs_le.2 ⟨?_, ?_⟩, abs_le.2 ⟨?_, ?_⟩, ?_⟩ <;> omega
    have hne : ¬ k = p + G := by omega
    have h1 := h k p G hk hp hG
    rw [gridMean_planeWave hN, hq, if_pos (dvd_refl (N : ℤ)), if_neg hne] at h1
    exact one_ne_zero h1
  · intro h k p G hk hp hG
    rw [abs_le] at hk hp hG
    rw [gridMean_planeWave hN]
    refine if_congr ⟨fun hd => ?_, fun he => ?_⟩ rfl rfl
    · -- a non-zero multiple of N is too large to occur
      rcases lt_trichotomy (p + G - k) 0 with hlt | heq | hgt
      · have := Int.le_of_dvd (by omega) ((dvd_neg).2 hd)
        omega
      · omega
      · have := Int.le_of_dvd hgt hd
        omega
    · have h0 : p + G - k = 0 := by omega
      rw [h0]
      exact dvd_zero _

/-- On the grid with `N = 2m + g ≥ 1` points, the triple `k = -m`, `p = m`, `G = g` has grid
average one, while its exact cell average is zero. -/
theorem critical_grid_alias (m g : ℕ) (h : 0 < 2 * m + g) :
    gridMean (2 * m + g) (planeWave ((m : ℤ) + g - (-m))) = 1 ∧
      cellMean (planeWave ((m : ℤ) + g - (-m))) = 0 := by
  have hd : ((2 * m + g : ℕ) : ℤ) ∣ (m : ℤ) + g - (-m) := ⟨1, by push_cast; ring⟩
  have hne : ¬ (m : ℤ) + g - (-m) = 0 := by omega
  exact ⟨by rw [gridMean_planeWave h, if_pos hd], by rw [cellMean_planeWave, if_neg hne]⟩

/-- The integrand of a response matrix element is a double sum of plane waves of
index `p + G - k`, weighted by the orbital coefficients. -/
theorem pairIntegrand_expand (m : ℕ) (a b : ℤ → ℂ) (G : ℤ) :
    pairIntegrand m a b G = fun t =>
      ∑ i ∈ Finset.Icc (-(m : ℤ)) m ×ˢ Finset.Icc (-(m : ℤ)) m,
        conj (a i.1) * b i.2 * planeWave (i.2 + G - i.1) t := by
  funext t
  rw [Finset.sum_product]
  simp only [pairIntegrand, orbital]
  rw [map_sum, Finset.sum_mul, Finset.sum_mul]
  refine Finset.sum_congr rfl fun k _ => ?_
  rw [Finset.mul_sum]
  refine Finset.sum_congr rfl fun p _ => ?_
  rw [← planeWave_triple k p G, map_mul]
  ring

/-- For `N ≥ 1` grid points, grid quadrature gives the exact response matrix elements for all
orbitals of cutoff `m` and all `|G| ≤ g` if and only if `N > 2m + g`. -/
theorem matrixElement_exact_iff {N : ℕ} (hN : 0 < N) (m g : ℕ) :
    (∀ (a b : ℤ → ℂ) (G : ℤ), |G| ≤ g →
      gridMean N (pairIntegrand m a b G) = cellMean (pairIntegrand m a b G)) ↔
      2 * m + g < N := by
  constructor
  · intro h
    refine (alias_free_iff hN m g).1 fun k p G hk hp hG => ?_
    -- test the quadrature on single plane waves
    have hs : ∀ j : ℤ, |j| ≤ m → ∀ t, orbital m (Pi.single j 1) t = planeWave j t := by
      intro j hj t
      simp only [orbital]
      rw [Finset.sum_eq_single j]
      · simp
      · intro i _ hi
        simp [Pi.single_eq_of_ne hi]
      · intro hn
        exact absurd (Finset.mem_Icc.2 (abs_le.1 hj)) hn
    have he : pairIntegrand m (Pi.single k 1) (Pi.single p 1) G = planeWave (p + G - k) := by
      funext t
      rw [pairIntegrand, hs k hk, hs p hp, planeWave_triple]
    have h1 := h (Pi.single k 1) (Pi.single p 1) G hG
    rw [he, cellMean_planeWave] at h1
    rw [h1]
    exact if_congr (by omega) rfl rfl
  · intro h a b G hG
    rw [pairIntegrand_expand]
    simp only [gridMean, cellMean]
    rw [Finset.sum_comm, Finset.sum_div, intervalIntegral.integral_finsetSum]
    · refine Finset.sum_congr rfl fun i hi => ?_
      obtain ⟨hk, hp⟩ := Finset.mem_product.1 hi
      -- each plane-wave component is integrated exactly
      have h1 := (alias_free_iff hN m g).2 h i.1 i.2 G
        (abs_le.2 (Finset.mem_Icc.1 hk)) (abs_le.2 (Finset.mem_Icc.1 hp)) hG
      have h2 : gridMean N (planeWave (i.2 + G - i.1)) =
          cellMean (planeWave (i.2 + G - i.1)) := by
        rw [h1, cellMean_planeWave]
        exact if_congr (by omega) rfl rfl
      simp only [gridMean, cellMean] at h2
      rw [← Finset.mul_sum, mul_div_assoc, h2, intervalIntegral.integral_const_mul]
    · intro i _
      apply Continuous.intervalIntegrable
      unfold planeWave
      fun_prop

end

end AliasFreeResponseGrid
```

```lean
#print axioms AliasFreeResponseGrid.critical_grid_alias
#print axioms AliasFreeResponseGrid.matrixElement_exact_iff
```

```
'AliasFreeResponseGrid.critical_grid_alias' depends on axioms: [propext, Classical.choice, Quot.sound]
'AliasFreeResponseGrid.matrixElement_exact_iff' depends on axioms: [propext, Classical.choice, Quot.sound]
```

### How the lemmas carry the argument

`planeWave_triple` combines the three exponentials into one and compares exponents. `cellMean_planeWave` splits on $q=0$; in the other case it uses the integral of an exponential and $e^{2\pi iq}=1$.

`gridMean_planeWave` is the geometric sum. Inside it, `hterm` identifies the grid values with powers of $z$, `hzN` is $z^N=1$, and `hz1` says that $z=1$ exactly when $N$ divides $q$. The last of these comes from the fact that an exponential equals one only when its exponent is an integer multiple of $2\pi i$. The closing case split treats $z=1$ directly and uses `geom_sum_eq` otherwise.

In `alias_free_iff`, the necessity part assumes that $N$ is too small and supplies the triple built from minima above; `omega` checks its bounds and that its index is $N$. The hypothesis then equates one with zero. The sufficiency part distinguishes negative, zero and positive $q$. In the two non-zero cases, `Int.le_of_dvd` says that a positive multiple of $N$ is at least $N$, which contradicts the bound $|q|\le2m+g$. `critical_grid_alias` then evaluates both averages at the extreme triple with the two plane-wave lemmas.

`pairIntegrand_expand` writes the integrand as a sum over pairs `i`, where `i.1` is $k$ and `i.2` is $p$. For sufficiency, `matrixElement_exact_iff` exchanges this finite sum with the grid sum and with the integral, the latter being allowed because each term is continuous, and applies the delta result to each term. For necessity, it inserts the coefficient functions `Pi.single k 1` and `Pi.single p 1`, which turn the orbitals into single plane waves.

### The count in a plane-wave response calculation

When a plane-wave calculation of the non-interacting response function sums over orbital pairs, the orbital coefficients are typically placed in a zero-padded array and transformed to the real-space grid. There $\overline{\psi_a}\psi_b$ is formed point by point and transformed back, and only the components with $|G|\le g$ are kept. This is the grid average studied here, evaluated for all $G$ at once.

Some low-scaling forms multiply two Green's functions pointwise in both of their position variables instead of looping over orbital pairs. When the Green's functions are built from orbitals with cutoff $m$, each of the two variables again carries products of one conjugated and one unconjugated orbital, and the same index count applies to it.

For example, $m=20$ and $g=10$ require 51 points along an axis, whereas resolving the complete pair product takes 81. If the same bounds hold along all three axes of a cell, the sufficiency argument extends axis by axis, and $51^3$ points are about a quarter of $81^3$. The saving comes from the smaller response cutoff: at $g=2m$ the threshold returns to your $4m+1$.
